# The total \(S_+\) of \(N\) spins 1/2 annihilates no nonzero state with a fixed number \(k<N/2\) of up spins

## Could the amplitudes cancel when a spin is raised?

Four electrons sit in four different orbitals, one in each. There are six ways to have two spins up and four ways to have one up, and I was taught to subtract: \(6-4=2\) singlets. That assumes \(S_+\) loses nothing on its way from one up spin to two. But \(S_+\) adds several amplitudes together, and sums can cancel: for two electrons it annihilates the singlet, which has one spin up. What prevents such a cancellation in the step I subtract, and for general \(N\)?

## The squared norm contains a positive term below half

The commutator of \(S_+\) and \(S_-\) prevents it. For a nonzero state \(f\) with \(k\) spins up it adds \((N-2k)\|f\|^2\) to the squared norm of \(S_+f\), and this term is positive for \(2k<N\). Your two-electron singlet has \(2k=N\), where this term vanishes.

Let \(f(A)\) be the real amplitude of the configuration whose up spins form the set \(A\), and set \(\hbar=1\). Then

\[
(S_+f)(A)=\sum_{a\in A}f(A\setminus\{a\}),\qquad
(S_-f)(A)=\sum_{b\notin A}f(A\cup\{b\}).
\]

In \(S_-S_+f\), flipping a down spin up and the same one down again returns \(f(A)\), once for each of the \(N-|A|\) down spins. In \(S_+S_-f\) this happens \(|A|\) times. The remaining terms, \(\sum_{b\notin A}\sum_{a\in A}f((A\setminus\{a\})\cup\{b\})\), are the same in both, so

\[
(S_-S_+f)(A)=(S_+S_-f)(A)+(N-2|A|)\,f(A).
\]

With \(\langle g,f\rangle=\sum_A g(A)f(A)\), substituting \(B=A\setminus\{a\}\) gives

\[
\langle g,S_+f\rangle=\sum_B\sum_{a\notin B}g(B\cup\{a\})f(B)=\langle S_-g,f\rangle .
\]

For \(f\) with exactly \(k\) up spins, therefore,

\[
\|S_+f\|^2=\langle S_-S_+f,f\rangle=\|S_-f\|^2+(N-2k)\|f\|^2 .
\]

If \(2k<N\) and \(S_+f=0\), both terms on the right vanish, so \(f=0\). By linearity \(S_+\) is injective on this sector.

The subtraction follows. If \(S_-S_+f=0\), then \(\|S_+f\|^2=0\) and again \(f=0\). So \(S_-S_+\) is an injective map of the finite-dimensional \(k\)-sector to itself, hence onto, and \(S_-\) maps the \((k+1)\)-sector onto the \(k\)-sector. The sectors have dimensions \(\binom{N}{k+1}\) and \(\binom Nk\), so rank-nullity gives

\[
\dim\{f\text{ with }k+1\text{ up spins}: S_-f=0\}=\binom{N}{k+1}-\binom Nk\ge 0 .
\]

To see which spin these states carry, take \(p\) up spins and put \(s=N/2-p\). Then

\[
S^2=\tfrac12(S_+S_-+S_-S_+)+S_z^2=S_+S_-+s+s^2 .
\]

Hence \(S^2f=s(s+1)f\) exactly when \(S_+S_-f=0\). Since \(\langle f,S_+S_-f\rangle=\|S_-f\|^2\), that means \(S_-f=0\).

**In a calculation**, this is the count of spin-adapted configurations for a fixed set of singly occupied orbitals. For your four electrons, number the orbitals 0 to 3 and write \(f_{ij}\) for the amplitude with \(i\) and \(j\) up. The condition \(S_-f=0\) is four equations, \(\sum_{j\ne i}f_{ij}=0\), for six unknowns. They give \(f_{01}=f_{23}=x\), \(f_{02}=f_{13}=y\), \(f_{03}=f_{12}=z\) with \(x+y+z=0\): two independent singlets.

**In the Lean file**, `Wave N` is the space of real functions on `Finset (Fin N)`, unnormalised, with spins numbered from 0. The maps `raise N` and `lower N` are \(S_+\) and \(S_-\), and `sector N k` contains the functions that vanish off the \(k\)-element sets. `lowestStates N k` is the part of that sector annihilated by \(S_-\), and `spinSq` is \(S^2\) as above.

- `raise_injOn` says that for `2 * k < N` two states in `sector N k` with the same image under \(S_+\) are equal.
- `spin_multiplicity` gives the dimension of `lowestStates N (k + 1)`. "Multiplicity" here means the number of multiplets, not \(2s+1\).
- `multiplicity_nonneg` is the binomial inequality, stated in the integers because subtraction of natural numbers would stop at zero.
- `spinSq_eq_iff` is the equivalence for \(S^2\), with its `k` in the role of \(p\).

The dimension belongs to spin \(s=N/2-k-1\) when this is nonnegative. For \(N=2k+1\) the formula gives \(s=-1/2\), and the dimension is zero, as it should be. The top spin \(s=N/2\), with no spin up, lies outside the formula and occurs once.

Two steps lead from this model to your electrons. Subsets are identified with determinants of fixed orbital occupation, each written with its spin orbitals in the order of the orbitals, so that \(S_+\) and \(S_-\) bring in no signs. If all up spins are written first instead, some amplitudes can change sign, but the dimensions stay the same. Complex amplitudes are split into real and imaginary parts, on which \(S_+\) and \(S_-\) act separately because their coefficients are real; injectivity carries over, and the dimensions become complex dimensions. That each annihilated state is the bottom of one full multiplet is the usual representation theory of su(2), which I take as known.

```lean
import Mathlib

open Module

namespace SpinHalfLadder

noncomputable section

/-- A real state of `N` spins 1/2: an amplitude for each set of up spins. -/
abbrev Wave (N : ℕ) := Finset (Fin N) → ℝ

/-- The raising operator `S+`, which turns one down spin up in all possible ways. -/
def raise (N : ℕ) : Wave N →ₗ[ℝ] Wave N where
  toFun f A := ∑ a ∈ A, f (A.erase a)
  map_add' f g := by funext A; simp [Finset.sum_add_distrib]
  map_smul' c f := by funext A; simp [Finset.mul_sum]

/-- The lowering operator `S-`, which turns one up spin down in all possible ways. -/
def lower (N : ℕ) : Wave N →ₗ[ℝ] Wave N where
  toFun f A := ∑ b ∈ Aᶜ, f (insert b A)
  map_add' f g := by funext A; simp [Finset.sum_add_distrib]
  map_smul' c f := by funext A; simp [Finset.mul_sum]

/-- The states with exactly `k` up spins. -/
def sector (N k : ℕ) : Submodule ℝ (Wave N) where
  carrier := {f | ∀ A, A.card ≠ k → f A = 0}
  add_mem' := fun {f g} hf hg A h => by
    change f A + g A = 0
    rw [hf A h, hg A h, add_zero]
  zero_mem' := fun _ _ => rfl
  smul_mem' := fun c f hf A h => by
    change c * f A = 0
    rw [hf A h, mul_zero]

/-- The total spin squared, `S² = (S+S- + S-S+)/2 + Sz²`, where `Sz` is the number of
up spins minus `N/2`. -/
def spinSq (N : ℕ) (f : Wave N) : Wave N := fun A =>
  (raise N (lower N f) A + lower N (raise N f) A) / 2 + ((A.card : ℝ) - N / 2) ^ 2 * f A

/-- The states with `k` up spins that `S-` annihilates. -/
def lowestStates (N k : ℕ) : Submodule ℝ (Wave N) :=
  sector N k ⊓ LinearMap.ker (lower N)

/-- `S+` takes states with `k` up spins to states with `k+1`, and `S-` takes states with
`k+1` up spins to states with `k`. -/
theorem ladder_mem_sector (N k : ℕ) (f : Wave N) :
    (f ∈ sector N k → raise N f ∈ sector N (k + 1)) ∧
      (f ∈ sector N (k + 1) → lower N f ∈ sector N k) := by
  constructor
  · intro hf A hA
    refine Finset.sum_eq_zero fun a ha => hf _ ?_
    have := Finset.card_pos.mpr ⟨a, ha⟩
    rw [Finset.card_erase_of_mem ha]
    omega
  · intro hf A hA
    refine Finset.sum_eq_zero fun b hb => hf _ ?_
    rw [Finset.card_insert_of_notMem (Finset.mem_compl.mp hb)]
    omega

/-- The su(2) relation `S-S+ = S+S- + (N - 2n)`, where `n` is the number of up spins. -/
theorem lower_raise {N : ℕ} (f : Wave N) (A : Finset (Fin N)) :
    lower N (raise N f) A = raise N (lower N f) A + ((N : ℝ) - 2 * A.card) * f A := by
  have hc : (Aᶜ.card : ℝ) = N - A.card := by
    have h := Finset.card_add_card_compl A
    rw [Fintype.card_fin] at h
    have h' : (A.card : ℝ) + (Aᶜ.card : ℝ) = N := by exact_mod_cast h
    linarith
  -- flipping a spin up and the same one down again gives the diagonal term
  have h1 : lower N (raise N f) A =
      (Aᶜ.card : ℝ) * f A + ∑ b ∈ Aᶜ, ∑ a ∈ A, f (insert b (A.erase a)) := by
    change ∑ b ∈ Aᶜ, ∑ a ∈ insert b A, f ((insert b A).erase a) = _
    rw [← nsmul_eq_mul, ← Finset.sum_const, ← Finset.sum_add_distrib]
    refine Finset.sum_congr rfl fun b hb => ?_
    have hb' : b ∉ A := Finset.mem_compl.mp hb
    rw [Finset.sum_insert hb', Finset.erase_insert hb']
    congr 1
    refine Finset.sum_congr rfl fun a ha => ?_
    have hne : b ≠ a := by
      rintro rfl
      exact hb' ha
    rw [Finset.erase_insert_of_ne hne]
  have h2 : raise N (lower N f) A =
      (A.card : ℝ) * f A + ∑ a ∈ A, ∑ b ∈ Aᶜ, f (insert b (A.erase a)) := by
    change ∑ a ∈ A, ∑ b ∈ (A.erase a)ᶜ, f (insert b (A.erase a)) = _
    rw [← nsmul_eq_mul, ← Finset.sum_const, ← Finset.sum_add_distrib]
    refine Finset.sum_congr rfl fun a ha => ?_
    have ha' : a ∉ Aᶜ := fun h => Finset.mem_compl.mp h ha
    rw [Finset.compl_erase, Finset.sum_insert ha', Finset.insert_erase ha]
  rw [h1, h2, hc, Finset.sum_comm]
  ring

/-- `S-` is the adjoint of `S+`. -/
theorem raise_adjoint {N : ℕ} (g f : Wave N) :
    ∑ A, g A * raise N f A = ∑ A, lower N g A * f A := by
  change ∑ A, g A * ∑ a ∈ A, f (A.erase a) = ∑ B, (∑ b ∈ Bᶜ, g (insert b B)) * f B
  simp only [Finset.mul_sum, Finset.sum_mul]
  rw [Finset.sum_sigma', Finset.sum_sigma']
  -- pair (A, a) with a in A corresponds to (A without a, a)
  refine Finset.sum_bij' (fun p _ => ⟨p.1.erase p.2, p.2⟩)
    (fun p _ => ⟨insert p.2 p.1, p.2⟩) ?_ ?_ ?_ ?_ ?_
  · rintro ⟨A, a⟩ _
    simp
  · rintro ⟨B, b⟩ _
    simp
  · rintro ⟨A, a⟩ h
    have ha : a ∈ A := by simpa using h
    exact congrArg (fun C => (⟨C, a⟩ : (_ : Finset (Fin N)) × Fin N)) (Finset.insert_erase ha)
  · rintro ⟨B, b⟩ h
    have hb : b ∉ B := by simpa using h
    exact congrArg (fun C => (⟨C, b⟩ : (_ : Finset (Fin N)) × Fin N)) (Finset.erase_insert hb)
  · rintro ⟨A, a⟩ h
    have ha : a ∈ A := by simpa using h
    change g A * f (A.erase a) = g (insert a (A.erase a)) * f (A.erase a)
    rw [Finset.insert_erase ha]

/-- A state of zero norm vanishes. -/
theorem eq_zero_of_sum_sq {N : ℕ} {f : Wave N} (h : ∑ A, f A ^ 2 = 0) : f = 0 := by
  funext A
  have hA := (Finset.sum_eq_zero_iff_of_nonneg (fun B _ => sq_nonneg (f B))).mp h A
    (Finset.mem_univ A)
  exact pow_eq_zero_iff two_ne_zero |>.mp hA

/-- For a state `f` with `k` up spins, `|S+ f|² = |S- f|² + (N - 2k) |f|²`. -/
theorem norm_raise {N k : ℕ} {f : Wave N} (hf : f ∈ sector N k) :
    ∑ A, raise N f A ^ 2 = ∑ A, lower N f A ^ 2 + ((N : ℝ) - 2 * k) * ∑ A, f A ^ 2 := by
  have hf' : ∀ A, A.card ≠ k → f A = 0 := hf
  have h1 := raise_adjoint (raise N f) f
  have h2 := raise_adjoint f (lower N f)
  have h3 : ∑ A, lower N (raise N f) A * f A =
      ∑ A, f A * raise N (lower N f) A + ((N : ℝ) - 2 * k) * ∑ A, f A ^ 2 := by
    rw [Finset.mul_sum, ← Finset.sum_add_distrib]
    refine Finset.sum_congr rfl fun A _ => ?_
    rw [lower_raise]
    by_cases h : A.card = k
    · rw [h]; ring
    · rw [hf' A h]; ring
  simp only [sq] at h3 ⊢
  rw [h1, h3, h2]

/-- For `2k < N`, `S+` is injective on the states with `k` up spins. -/
theorem raise_injOn {N k : ℕ} (hk : 2 * k < N) :
    Set.InjOn (raise N) (sector N k : Set (Wave N)) := by
  intro f hf g hg h
  have e := norm_raise (Submodule.sub_mem _ hf hg)
  have h0 : raise N (f - g) = 0 := by rw [map_sub, h, sub_self]
  have z0 : ∑ A, (0 : Wave N) A ^ 2 = 0 := by simp
  rw [h0, z0] at e
  have hk' : (2 * k : ℝ) < N := by exact_mod_cast hk
  have hpos : (0 : ℝ) < N - 2 * k := by linarith
  have p1 : 0 ≤ ∑ A, lower N (f - g) A ^ 2 := Finset.sum_nonneg fun _ _ => sq_nonneg _
  have p2 : 0 ≤ ∑ A, (f - g) A ^ 2 := Finset.sum_nonneg fun _ _ => sq_nonneg _
  -- both terms on the right are nonnegative and add up to zero
  exact sub_eq_zero.mp (eq_zero_of_sum_sq (by nlinarith))

/-- A state with `k` up spins satisfies `S² f = s(s+1) f` with `s = N/2 - k` exactly when
`S-` annihilates it. -/
theorem spinSq_eq_iff {N k : ℕ} {f : Wave N} (hf : f ∈ sector N k) :
    spinSq N f = (((N : ℝ) / 2 - k) * ((N : ℝ) / 2 - k + 1)) • f ↔ lower N f = 0 := by
  have hf' : ∀ A, A.card ≠ k → f A = 0 := hf
  have key : ∀ A, spinSq N f A = raise N (lower N f) A +
      (((N : ℝ) / 2 - k) * ((N : ℝ) / 2 - k + 1)) * f A := by
    intro A
    unfold spinSq
    rw [lower_raise]
    by_cases h : A.card = k
    · rw [h]; ring
    · rw [hf' A h]; ring
  constructor
  · intro h
    have hz : raise N (lower N f) = 0 := by
      funext A
      have hA := congrFun h A
      rw [key A] at hA
      simp only [Pi.smul_apply, smul_eq_mul] at hA
      change _ = (0 : ℝ)
      linarith
    have a := raise_adjoint f (lower N f)
    rw [hz] at a
    apply eq_zero_of_sum_sq
    simp only [sq]
    rw [← a]
    simp
  · intro h
    funext A
    rw [key A, h, map_zero]
    simp

/-- There are `C(N,k)` independent states with `k` up spins. -/
theorem finrank_sector (N k : ℕ) : finrank ℝ (sector N k) = N.choose k := by
  let e : sector N k ≃ₗ[ℝ] ({A : Finset (Fin N) // A.card = k} → ℝ) :=
    { toFun := fun f A => f.1 A.1
      map_add' := fun _ _ => rfl
      map_smul' := fun _ _ => rfl
      invFun := fun g =>
        ⟨fun A => if h : A.card = k then g ⟨A, h⟩ else 0, fun _ h => dif_neg h⟩
      left_inv := fun f => by
        apply Subtype.ext
        funext A
        by_cases h : A.card = k
        · exact dif_pos h
        · exact (dif_neg h).trans (f.2 A h).symm
      right_inv := fun g => by
        funext A
        exact dif_pos A.2 }
  rw [e.finrank_eq, Module.finrank_fintype_fun_eq_card, Fintype.card_finset_len,
    Fintype.card_fin]

/-- For `2k < N`, the states with `k+1` up spins that `S-` annihilates form a space of
dimension `C(N,k+1) - C(N,k)`. -/
theorem spin_multiplicity {N k : ℕ} (hk : 2 * k < N) :
    (finrank ℝ (lowestStates N (k + 1)) : ℤ) = N.choose (k + 1) - N.choose k := by
  let R : sector N k →ₗ[ℝ] sector N (k + 1) :=
    (raise N).restrict fun f hf => (ladder_mem_sector N k f).1 hf
  let L : sector N (k + 1) →ₗ[ℝ] sector N k :=
    (lower N).restrict fun f hf => (ladder_mem_sector N k f).2 hf
  have inj : Function.Injective (L ∘ₗ R) := by
    rw [← LinearMap.ker_eq_bot, LinearMap.ker_eq_bot']
    intro f hf
    have h0 : lower N (raise N f.1) = 0 := congrArg Subtype.val hf
    have a := raise_adjoint (raise N f.1) f.1
    rw [h0] at a
    have hr : raise N f.1 = 0 := eq_zero_of_sum_sq (by simp only [sq]; rw [a]; simp)
    have hr0 : raise N f.1 = raise N 0 := by rw [hr, map_zero]
    have hf0 : f.1 = 0 := raise_injOn hk f.2 (sector N k).zero_mem hr0
    exact Subtype.ext hf0
  -- in finite dimension S-S+ is then onto, and so is S-
  have surj : Function.Surjective L := fun g => by
    obtain ⟨f, hf⟩ := LinearMap.injective_iff_surjective.mp inj g
    exact ⟨R f, hf⟩
  have rn := LinearMap.finrank_range_add_finrank_ker L
  rw [LinearMap.range_eq_top.mpr surj, finrank_top, finrank_sector, finrank_sector] at rn
  have hm : (LinearMap.ker L).map (sector N (k + 1)).subtype = lowestStates N (k + 1) := by
    ext f
    constructor
    · rintro ⟨g, hg, rfl⟩
      have hg' : L g = 0 := hg
      have h0 : lower N g.1 = 0 := congrArg Subtype.val hg'
      exact ⟨g.2, h0⟩
    · rintro ⟨h1, h2⟩
      have h2' : lower N f = 0 := h2
      have h3 : L ⟨f, h1⟩ = 0 := Subtype.ext h2'
      exact ⟨⟨f, h1⟩, h3, rfl⟩
  have hd := (Submodule.equivMapOfInjective (sector N (k + 1)).subtype
    (sector N (k + 1)).injective_subtype (LinearMap.ker L)).finrank_eq
  rw [hm] at hd
  omega

/-- For `2k < N`, the difference `C(N,k+1) - C(N,k)` is nonnegative. -/
theorem multiplicity_nonneg {N k : ℕ} (hk : 2 * k < N) :
    (0 : ℤ) ≤ N.choose (k + 1) - N.choose k := by
  rw [← spin_multiplicity hk]
  exact Int.natCast_nonneg _

end

end SpinHalfLadder
```

```lean
#print axioms SpinHalfLadder.spinSq_eq_iff
#print axioms SpinHalfLadder.spin_multiplicity
#print axioms SpinHalfLadder.multiplicity_nonneg
```

```
'SpinHalfLadder.spinSq_eq_iff' depends on axioms: [propext, Classical.choice, Quot.sound]
'SpinHalfLadder.spin_multiplicity' depends on axioms: [propext, Classical.choice, Quot.sound]
'SpinHalfLadder.multiplicity_nonneg' depends on axioms: [propext, Classical.choice, Quot.sound]
```

**The formal proof** takes the same route. In `lower_raise`, `h1` and `h2` split off the diagonal terms, and `Finset.sum_comm` identifies the two double sums. `raise_adjoint` carries out the substitution \(B=A\setminus\{a\}\) as a bijection of pairs, through `Finset.sum_bij'`.

`norm_raise` uses the adjoint relation twice and the commutator once; off the sector the amplitude is zero, which the case split on `A.card = k` handles. `raise_injOn` applies this identity to `f - g`: `nlinarith` finds that the norm vanishes, and `eq_zero_of_sum_sq` turns that into \(f=g\). `spinSq_eq_iff` first proves the formula for \(S^2\) as `key`, then uses the adjoint relation to pass from \(S_+S_-f=0\) to \(S_-f=0\).

For the dimension, `ladder_mem_sector` allows \(S_+\) and \(S_-\) to be restricted to maps `R` and `L` between neighbouring sectors. `inj` and `surj` are the two halves of the argument for \(S_-S_+\). `finrank_sector` supplies the binomials by identifying a sector with the functions on \(k\)-element sets, and `hm` matches the kernel of `L` with `lowestStates`. The inequality then holds because a dimension is a natural number.
